# Orbital mixing changes a positive two-level hybrid gap only at second order in the exchange coupling

Q: I take orbitals from a semilocal calculation, evaluate the exact-exchange correction with those orbitals held fixed, and draw the gap as a straight line in the exchange fraction. Then the orbitals mix and the line is wrong. If it says 3 eV and the off-diagonal element between the two orbitals is 2 eV, diagonalising gives 5 eV. Without an error bound I can't tell that case from one where the line is good to a meV. What can you offer?

A: A bound with a definite sign, for two orbitals and a given exchange matrix. Let \(e_1,e_2\) be the orbital energies without the correction and \(a\) the exchange fraction. The correction is exact exchange minus the semilocal exchange it replaces. In the basis of the two orbitals, taken orthonormal, it has diagonal elements \(k_1,k_2\) and a real off-diagonal element \(c\). The Hamiltonian is

\[
H(a)=\begin{pmatrix} e_1+ak_1 & ac\\ ac & e_2+ak_2\end{pmatrix}.
\]

With the orbitals fixed, only the diagonal counts, and the gap is \(g=e_2-e_1+a(k_2-k_1)\). That is your straight line. If \(g>0\), diagonalising moves the first level down and the second up by the same amount \(d\), where \(0\le d\le a^2c^2/g\), so the line underestimates the gap by \(2d\), which is at most \(2a^2c^2/g\).

Q: How does the Lean file represent that Hamiltonian?

A: As the sum of the two matrices, with the second multiplied by `a`.

```lean
import Mathlib

open Matrix Filter Topology

namespace HybridGapLinearity

noncomputable section

/-- Two-orbital generalized Kohn-Sham Hamiltonian: orbital energies `e1`, `e2` plus a fraction `a`
of an exchange correction with diagonal elements `k1`, `k2` and coupling `c`. -/
def hybridH (e1 e2 k1 k2 c a : ℝ) : Matrix (Fin 2) (Fin 2) ℝ :=
  !![e1, 0; 0, e2] + a • !![k1, c; c, k2]
```

Q: A hybrid exchange operator is built from the occupied orbitals. When they change, so does the operator. Where is that?

A: It is absent, and so is the response of the Hartree potential to the changed density. The numbers `e1`, `e2`, `k1`, `k2` and `c` don't depend on `a`, so "relaxation" here means mixing of the two orbitals in a fixed matrix, not a self-consistent cycle. There are no occupations, no further orbitals and no complex matrix elements either. The result therefore bears on extrapolating hybrid gaps in the exchange fraction only within this two-orbital, non-self-consistent model. In return, `a` may be any real number, not just one between 0 and 1.

Q: And what counts as an energy level? I'd object if the file simply declared the two formulas to be the levels.

A: A level is defined by the eigenvalue equation, with a nonzero vector of two real coefficients. The vector needn't be normalised, since rescaling it doesn't change the eigenvalue.

```lean
/-- The number `x` is an energy level of `H`: some nonzero orbital `v` satisfies `H v = x v`. -/
def IsLevel (H : Matrix (Fin 2) (Fin 2) ℝ) (x : ℝ) : Prop :=
  ∃ v : Fin 2 → ℝ, v ≠ 0 ∧ H *ᵥ v = x • v
```

The fixed-orbital gap \(g\) has its own name, `frozenGap`.

```lean
/-- The gap at fixed orbitals, which is linear in the exchange fraction `a`. -/
def frozenGap (e1 e2 k1 k2 a : ℝ) : ℝ := e2 - e1 + a * (k2 - k1)
```

The shift is defined by a formula, with \(s=\sqrt{g^2+4a^2c^2}\):

\[
d=\frac{s-g}{2}.
\]

```lean
/-- The relaxation shift `d = (√(g² + 4a²c²) - g) / 2`, where `g` is the fixed-orbital gap. -/
def relaxShift (e1 e2 k1 k2 c a : ℝ) : ℝ :=
  (Real.sqrt (frozenGap e1 e2 k1 k2 a ^ 2 + 4 * a ^ 2 * c ^ 2) - frozenGap e1 e2 k1 k2 a) / 2
```

That the levels move by this \(d\) is a theorem about `IsLevel`, not part of the definition.

Q: Then start from the formula and get me to the levels.

A: First we need an equation for \(d\) without a square root. Since \(g+d=(s+g)/2\),

\[
d(g+d)=\frac{(s-g)(s+g)}{4}=\frac{s^2-g^2}{4}=a^2c^2 .
\]

```lean
/-- The relaxation shift `d` and the fixed-orbital gap `g` obey `d (g + d) = a²c²`. -/
theorem shift_equation (e1 e2 k1 k2 c a : ℝ) :
    relaxShift e1 e2 k1 k2 c a * (frozenGap e1 e2 k1 k2 a + relaxShift e1 e2 k1 k2 c a)
      = a ^ 2 * c ^ 2 := by
  have hs := Real.sq_sqrt
    (show 0 ≤ frozenGap e1 e2 k1 k2 a ^ 2 + 4 * a ^ 2 * c ^ 2 by positivity)
  unfold relaxShift
  linear_combination hs / 4
```

In the proof, `hs` says that the square of the root is the radicand, which is nonnegative as a sum of squares. A quarter of that identity is the claim, and `linear_combination` checks the algebra.

Now write \(A=e_1+ak_1\) and \(B=e_2+ak_2\), so that \(B-A=g\). A number \(x\) is a level exactly when \(H(a)-x\) sends some nonzero vector to zero, that is, when its determinant vanishes. Expanding the product of the proposed factors gives

\[
(x-A+d)(x-B-d)=(x-A)(x-B)-d(B-A)-d^2=(x-A)(x-B)-d(g+d).
\]

By the equation for \(d\), the right-hand side is \((A-x)(B-x)-a^2c^2\), which is the determinant. Its roots are \(A-d\) and \(B+d\).

```lean
/-- The energy levels of the hybrid Hamiltonian are exactly the two fixed-orbital levels, the first
moved down and the second moved up by the relaxation shift. -/
theorem isLevel_iff (e1 e2 k1 k2 c a x : ℝ) :
    IsLevel (hybridH e1 e2 k1 k2 c a) x ↔
      x = e1 + a * k1 - relaxShift e1 e2 k1 k2 c a ∨
      x = e2 + a * k2 + relaxShift e1 e2 k1 k2 c a := by
  -- a level is a root of the secular determinant
  have key : IsLevel (hybridH e1 e2 k1 k2 c a) x ↔
      (hybridH e1 e2 k1 k2 c a - x • (1 : Matrix (Fin 2) (Fin 2) ℝ)).det = 0 := by
    rw [← Matrix.exists_mulVec_eq_zero_iff]
    simp only [IsLevel, Matrix.sub_mulVec, Matrix.smul_mulVec, Matrix.one_mulVec, sub_eq_zero]
  have hdet : (hybridH e1 e2 k1 k2 c a - x • (1 : Matrix (Fin 2) (Fin 2) ℝ)).det
      = (e1 + a * k1 - x) * (e2 + a * k2 - x) - a * c * (a * c) := by
    simp [hybridH, Matrix.det_fin_two]
  -- the equation for the shift factorises the determinant
  have hfac : (e1 + a * k1 - x) * (e2 + a * k2 - x) - a * c * (a * c)
      = (x - (e1 + a * k1 - relaxShift e1 e2 k1 k2 c a))
        * (x - (e2 + a * k2 + relaxShift e1 e2 k1 k2 c a)) := by
    have h := shift_equation e1 e2 k1 k2 c a
    simp only [frozenGap] at h
    linear_combination h
  rw [key, hdet, hfac, mul_eq_zero, sub_eq_zero, sub_eq_zero]
```

The three intermediate facts follow the same route: `key` replaces the eigenvector condition by the determinant, `hdet` evaluates the determinant, and `hfac` factorises it. The last line combines them and uses that a product is zero exactly when at least one of its factors is.

Q: That theorem doesn't assume a positive gap. Why do you need the assumption at all?

A: The level formulas hold for either sign of \(g\), but the estimate does not. At \(g=0\) the definition gives \(d=|ac|\), which is first order in the coupling. Physically, \(g>0\) says that, with the correction included and the orbitals fixed, the second level lies above the first. For \(g<0\) the formulas still give the right pair of levels, but they attach the lower one to the first orbital, so \(d\) then includes \(|g|\) and is not the effect of mixing alone. Close to a crossing, where \(|g|\) is no longer large compared with a nonzero \(|ac|\), the orbitals mix strongly and the straight line has a large relative error.

The sign of the shift needs no such assumption. Since \(s\ge|g|\ge g\), we have \(d\ge0\).

```lean
/-- The relaxation shift is never negative. -/
theorem shift_nonneg (e1 e2 k1 k2 c a : ℝ) : 0 ≤ relaxShift e1 e2 k1 k2 c a := by
  have h : |frozenGap e1 e2 k1 k2 a|
      ≤ Real.sqrt (frozenGap e1 e2 k1 k2 a ^ 2 + 4 * a ^ 2 * c ^ 2) :=
    Real.abs_le_sqrt (le_add_of_nonneg_right (by positivity))
  have h' := le_abs_self (frozenGap e1 e2 k1 k2 a)
  unfold relaxShift
  linarith
```

The lemma obtains \(|g|\le s\) from `Real.abs_le_sqrt` and combines it with \(g\le|g|\).

For the upper bound, expand the equation for the shift as \(dg+d^2=a^2c^2\). Dropping \(d^2\ge0\) leaves \(dg\le a^2c^2\), and division by the positive \(g\) gives \(d\le a^2c^2/g\).

```lean
/-- For a positive fixed-orbital gap `g`, the relaxation shift is at most `a²c²/g`. -/
theorem shift_le (e1 e2 k1 k2 c a : ℝ) (hg : 0 < frozenGap e1 e2 k1 k2 a) :
    relaxShift e1 e2 k1 k2 c a ≤ a ^ 2 * c ^ 2 / frozenGap e1 e2 k1 k2 a := by
  rw [le_div_iff₀ hg]
  nlinarith [shift_equation e1 e2 k1 k2 c a, sq_nonneg (relaxShift e1 e2 k1 k2 c a)]
```

Here `le_div_iff₀` clears the denominator, and `nlinarith` receives the two facts just used: the shift equation and \(d^2\ge0\).

Q: An upper bound could be far too generous. How close is \(a^2c^2/g\) to the real shift?

A: Divide the shift equation by \(g\) to see the error:

\[
\frac{a^2c^2}{g}=d+\frac{d^2}{g}.
\]

The estimate is too large by \(d^2/g\). Because \(0\le d\le a^2c^2/g\), that excess is at most \((a^2c^2/g)^2/g=a^4c^4/g^3\). Hence

\[
\frac{a^2c^2}{g}-\frac{a^4c^4}{g^3}\le d\le\frac{a^2c^2}{g}.
\]

```lean
/-- For a positive fixed-orbital gap `g`, the relaxation shift is at least
`a²c²/g - a⁴c⁴/g³`. -/
theorem le_shift (e1 e2 k1 k2 c a : ℝ) (hg : 0 < frozenGap e1 e2 k1 k2 a) :
    a ^ 2 * c ^ 2 / frozenGap e1 e2 k1 k2 a - a ^ 4 * c ^ 4 / frozenGap e1 e2 k1 k2 a ^ 3
      ≤ relaxShift e1 e2 k1 k2 c a := by
  have h := shift_equation e1 e2 k1 k2 c a
  have hd := shift_nonneg e1 e2 k1 k2 c a
  have hub := shift_le e1 e2 k1 k2 c a hg
  generalize relaxShift e1 e2 k1 k2 c a = d at *
  generalize frozenGap e1 e2 k1 k2 a = g at *
  -- the error of the second-order estimate is d²/g
  have h1 : a ^ 2 * c ^ 2 / g = d + d ^ 2 / g := by
    rw [← h]
    field_simp
  have h2 : d ^ 2 / g ≤ (a ^ 2 * c ^ 2 / g) ^ 2 / g :=
    div_le_div_of_nonneg_right (pow_le_pow_left₀ hd hub 2) hg.le
  have h3 : (a ^ 2 * c ^ 2 / g) ^ 2 / g = a ^ 4 * c ^ 4 / g ^ 3 := by ring
  linarith
```

In the proof, `h1` is the displayed identity, `h2` bounds the excess by squaring the upper bound, and `h3` tidies the powers. In your example, \(g=3\) eV and \(ac=2\) eV give \(d=1\) eV, between a lower bound of about 0.74 eV and an upper bound of about 1.33 eV. With \(ac=0.1\) eV and the same gap, the bounds differ by less than 0.01 meV.

Q: Now show me the statement that contains the whole claim. I want to see whether "there is a \(d\)" hides something.

A: Here it is.

```lean
/-- For a positive fixed-orbital gap `g`, the levels are `e1 + a k1 - d` and `e2 + a k2 + d` with
`0 ≤ d ≤ a²c²/g`, and their separation is `√(g² + 4a²c²)`. -/
theorem hybrid_levels_and_gap (e1 e2 k1 k2 c a : ℝ) (hg : 0 < frozenGap e1 e2 k1 k2 a) :
    ∃ d : ℝ, 0 ≤ d ∧ d ≤ a ^ 2 * c ^ 2 / frozenGap e1 e2 k1 k2 a ∧
      (∀ x, IsLevel (hybridH e1 e2 k1 k2 c a) x ↔ x = e1 + a * k1 - d ∨ x = e2 + a * k2 + d) ∧
      (e2 + a * k2 + d) - (e1 + a * k1 - d)
        = Real.sqrt (frozenGap e1 e2 k1 k2 a ^ 2 + 4 * a ^ 2 * c ^ 2) := by
  refine ⟨relaxShift e1 e2 k1 k2 c a, shift_nonneg e1 e2 k1 k2 c a,
    shift_le e1 e2 k1 k2 c a hg, isLevel_iff e1 e2 k1 k2 c a, ?_⟩
  simp only [relaxShift, frozenGap]
  ring
```

Read in words: if the fixed-orbital gap is positive, there is a real number \(d\), at least zero and at most \(a^2c^2/g\), such that a number is a level exactly when it equals \(e_1+ak_1-d\) or \(e_2+ak_2+d\), and these two numbers differ by \(\sqrt{g^2+4a^2c^2}\).

The "exactly when" works in both directions: both numbers are levels, and there are no others. Nor is \(d\) left vague. The difference of the two levels is \(g+2d\), so the last clause forces \(d=(s-g)/2\). The proof supplies `relaxShift` for \(d\), cites the earlier theorems for the bounds and the levels, and obtains the separation from \(g+2d=s\).

Q: Could the relaxed gap agree with the line by accident, with the orbitals still coupled?

A: No. If \(d=0\), the shift equation gives \(a^2c^2=0\), so \(ac=0\), whatever the sign of \(g\). The converse uses \(g>0\): if \(ac=0\), then \(d(g+d)=0\). The second factor is positive, because \(g>0\) and \(d\ge0\), so \(d=0\).

```lean
/-- For a positive fixed-orbital gap, the relaxation shift vanishes exactly when the
off-diagonal element `a c` of the Hamiltonian vanishes. -/
theorem shift_eq_zero_iff (e1 e2 k1 k2 c a : ℝ) (hg : 0 < frozenGap e1 e2 k1 k2 a) :
    relaxShift e1 e2 k1 k2 c a = 0 ↔ a * c = 0 := by
  have h := shift_equation e1 e2 k1 k2 c a
  constructor
  · intro hd
    rw [hd] at h
    have h2 : (a * c) ^ 2 = 0 := by linear_combination -h
    exact (pow_eq_zero_iff two_ne_zero).1 h2
  · intro hac
    have h2 : relaxShift e1 e2 k1 k2 c a
        * (frozenGap e1 e2 k1 k2 a + relaxShift e1 e2 k1 k2 c a) = 0 := by
      linear_combination h + a * c * hac
    exact (mul_eq_zero.1 h2).resolve_right
      (add_pos_of_pos_of_nonneg hg (shift_nonneg e1 e2 k1 k2 c a)).ne'
```

The two bullets of the proof are these two directions. The line is therefore exact only when the correction is switched off or doesn't couple the orbitals.

Q: One more complaint. You say "second order", but \(g\) itself contains \(a\). So \(a^2c^2/g\) isn't simply a constant times \(a^2\).

A: That is right, and it is why there is a separate limit theorem. Assume \(e_1<e_2\), meaning that the gap is open before any exact exchange is mixed in. For small nonzero \(a\), the sum \(g+d\) is positive, and the shift equation can be rearranged to

\[
\frac{d}{a^2}=\frac{c^2}{g+d}.
\]

As \(a\to0\), \(g\) tends to \(e_2-e_1\) and \(d\) tends to zero. So

\[
\lim_{a\to0}\frac{d}{a^2}=\frac{c^2}{e_2-e_1}.
\]

This is the familiar coefficient of second-order perturbation theory for one level repelled by another. The gap changes by \(2d\), so its leading deviation from the straight line has twice this coefficient.

```lean
/-- If `e1 < e2`, the relaxation shift divided by `a²` tends to `c²/(e2 - e1)` as the exchange
fraction `a` tends to zero. -/
theorem shift_second_order (e1 e2 k1 k2 c : ℝ) (h : e1 < e2) :
    Tendsto (fun a => relaxShift e1 e2 k1 k2 c a / a ^ 2) (𝓝[≠] 0)
      (𝓝 (c ^ 2 / (e2 - e1))) := by
  have hpos : 0 < e2 - e1 := sub_pos.2 h
  have hcont : Continuous
      (fun a => frozenGap e1 e2 k1 k2 a + relaxShift e1 e2 k1 k2 c a) := by
    simp only [relaxShift, frozenGap]
    fun_prop
  have h0 : frozenGap e1 e2 k1 k2 0 + relaxShift e1 e2 k1 k2 c 0 = e2 - e1 := by
    simp only [relaxShift, frozenGap]
    rw [show (e2 - e1 + 0 * (k2 - k1)) ^ 2 + 4 * 0 ^ 2 * c ^ 2 = (e2 - e1) ^ 2 by ring,
      Real.sqrt_sq hpos.le]
    ring
  have h1 : Tendsto (fun a => frozenGap e1 e2 k1 k2 a + relaxShift e1 e2 k1 k2 c a)
      (𝓝 0) (𝓝 (e2 - e1)) := by
    have h2 := hcont.tendsto 0
    simp only [h0] at h2
    exact h2
  have hlim : Tendsto
      (fun a => c ^ 2 / (frozenGap e1 e2 k1 k2 a + relaxShift e1 e2 k1 k2 c a))
      (𝓝[≠] 0) (𝓝 (c ^ 2 / (e2 - e1))) :=
    (tendsto_const_nhds.div h1 hpos.ne').mono_left nhdsWithin_le_nhds
  -- away from a = 0 the ratio d/a² equals c²/(g + d)
  refine hlim.congr' ?_
  filter_upwards [(h1.eventually (lt_mem_nhds hpos)).filter_mono nhdsWithin_le_nhds,
    self_mem_nhdsWithin] with a hF ha
  have ha' : a ≠ 0 := ha
  rw [div_eq_div_iff hF.ne' (pow_ne_zero 2 ha')]
  linear_combination -(shift_equation e1 e2 k1 k2 c a)

end

end HybridGapLinearity
```

The notation `𝓝[≠] 0` means that \(a\) approaches zero from either side without being equal to it. In the proof, `hcont` shows that \(g+d\) is continuous in \(a\), `h0` computes its value at \(a=0\), and `hlim` takes the limit of \(c^2/(g+d)\). The closing lines show that this quotient equals \(d/a^2\) for all nonzero \(a\) close enough to zero, by cross-multiplying and using the shift equation once more.

Q: So what may I conclude about my own straight-line plot?

A: If two orbitals and a fixed exchange matrix describe your system well, and the line gives a positive gap \(g\), compute the off-diagonal element \(ac\) as well as the diagonal ones. Compare \(2a^2c^2/g\) with the accuracy you need: the line lies below the relaxed gap by no more than that. If the exchange operator or the Hartree potential changes appreciably during self-consistency, or a third orbital mixes in, the model leaves those contributions out and the bound doesn't control them.

```lean
#print axioms HybridGapLinearity.le_shift
#print axioms HybridGapLinearity.hybrid_levels_and_gap
#print axioms HybridGapLinearity.shift_eq_zero_iff
#print axioms HybridGapLinearity.shift_second_order
```

```
'HybridGapLinearity.le_shift' depends on axioms: [propext, Classical.choice, Quot.sound]
'HybridGapLinearity.hybrid_levels_and_gap' depends on axioms: [propext, Classical.choice, Quot.sound]
'HybridGapLinearity.shift_eq_zero_iff' depends on axioms: [propext, Classical.choice, Quot.sound]
'HybridGapLinearity.shift_second_order' depends on axioms: [propext, Classical.choice, Quot.sound]
```
